# Unique decomposition of a Bloch state by screw-axis eigenvalue

An $n$-fold screw operation $S$ rotates a crystal by $2\pi/n$ and shifts it along the axis, so that $S^n$ acts on a spinless state as a lattice translation. A Bloch state $\psi$ therefore satisfies $S^n\psi=c\psi$, where $c$ is the translation factor, but it need not be an eigenvector of $S$. The problem is to split it into parts that are.

We write $c=e^{i\theta}$. For a Bloch phase $\theta$ is real, equal to $\mathbf k\cdot\mathbf T$ up to sign convention, where $\mathbf k$ is the wavevector and $\mathbf T$ the lattice translation made by $S^n$, which can be several lattice periods long. The code also allows complex $\theta$, so $|c|=1$ is not required. Indices $m$ and $j$ run from $0$ to $n-1$.

In Lean 4 with Mathlib:

```lean
import Mathlib

open Finset

namespace ScrewAxis

noncomputable section

variable {V : Type*} [AddCommGroup V] [Module ℂ V]
```

The states form a complex vector space `V` of any dimension. It has no inner product, so $S$ need not be unitary.

```lean
/-- The `m`-th screw factor `exp(i(θ + 2πm)/n)` of an `n`-fold screw axis whose full lattice
translation has the factor `exp(iθ)`; the domain is `n ≥ 1`. -/
def screwFactor (n : ℕ) (θ : ℂ) (m : ℕ) : ℂ :=
  Complex.exp (Complex.I * (θ + 2 * Real.pi * m) / n)
```

This defines the screw factors $\mu_m=e^{i(\theta+2\pi m)/n}$.

```lean
/-- The discrete Fourier sum `(1/n) ∑ⱼ μ⁻ʲ Sʲ` over the first `n` powers of the screw operation
`S`; the domain is `n ≥ 1` and `μ ≠ 0`. -/
def screwProjector (S : Module.End ℂ V) (n : ℕ) (μ : ℂ) : Module.End ℂ V :=
  (n : ℂ)⁻¹ • ∑ j ∈ range n, (μ⁻¹) ^ j • S ^ j
```

`Module.End ℂ V` is the type of linear operators on `V`, and `•` multiplies by a scalar. The definition reads
$$P_\mu=\frac1n\sum_{j=0}^{n-1}\mu^{-j}S^j.$$
Despite its name, `screwProjector` need not satisfy $P_\mu^2=P_\mu$ for an arbitrary $S$. It acts as a projector on states with $S^n\psi=\mu^n\psi$.

## The screw factors are the roots

```lean
/-- For `n ≥ 1` the screw factors are one `n`-th root of `exp(iθ)` times the powers of a
primitive `n`-th root of unity. -/
theorem screwFactor_eq {n : ℕ} (hn : n ≠ 0) (θ : ℂ) :
    ∃ ζ w : ℂ, IsPrimitiveRoot ζ n ∧ w ^ n = Complex.exp (Complex.I * θ) ∧
      ∀ m : ℕ, screwFactor n θ m = w * ζ ^ m := by
  have hn' : (n : ℂ) ≠ 0 := Nat.cast_ne_zero.mpr hn
  refine ⟨_, Complex.exp (Complex.I * θ / n), Complex.isPrimitiveRoot_exp n hn, ?_, ?_⟩
  · rw [← Complex.exp_nat_mul, mul_div_cancel₀ _ hn']
  · intro m
    rw [screwFactor, ← Complex.exp_nat_mul, ← Complex.exp_add]
    congr 1
    ring
```

With $w=e^{i\theta/n}$ and $\zeta=e^{2\pi i/n}$, the laws of exponents give $\mu_m=w\zeta^m$ and $w^n=e^{i\theta}$. "Primitive" means that $\zeta^j=1$ only when $n$ divides $j$.

```lean
/-- For `n ≥ 1` the `n` screw factors are distinct, and they are exactly the `n`-th roots of
the translation factor `exp(iθ)`. -/
theorem screwFactor_roots {n : ℕ} (hn : n ≠ 0) (θ : ℂ) :
    Function.Injective (fun m : Fin n => screwFactor n θ m) ∧
      ∀ z : ℂ, z ^ n = Complex.exp (Complex.I * θ) ↔ ∃ m : Fin n, z = screwFactor n θ m := by
  obtain ⟨ζ, w, hζ, hw, hf⟩ := screwFactor_eq hn θ
  have hw0 : w ≠ 0 := by
    intro h
    rw [h, zero_pow hn] at hw
    exact Complex.exp_ne_zero _ hw.symm
  constructor
  · intro a b hab
    have h : w * ζ ^ (a : ℕ) = w * ζ ^ (b : ℕ) := by
      rw [← hf, ← hf]
      exact hab
    exact Fin.ext (hζ.pow_inj a.isLt b.isLt (mul_left_cancel₀ hw0 h))
  · intro z
    constructor
    · intro hz
      have : NeZero n := ⟨hn⟩
      -- the ratio of two roots is a root of unity
      have h1 : (z / w) ^ n = 1 := by
        rw [div_pow, hz, hw, div_self (Complex.exp_ne_zero _)]
      obtain ⟨i, hi, h⟩ := hζ.eq_pow_of_pow_eq_one h1
      refine ⟨⟨i, hi⟩, ?_⟩
      rw [hf, h, mul_div_cancel₀ _ hw0]
    · rintro ⟨m, rfl⟩
      rw [hf, mul_pow, hw, ← pow_mul, mul_comm (m : ℕ) n, pow_mul, hζ.pow_eq_one, one_pow,
        mul_one]
```

`Function.Injective` says that the factors are distinct: if $w\zeta^a=w\zeta^b$, cancel $w\neq0$, and $a,b<n$ forces $a=b$. If $z^n=e^{i\theta}$, then $(z/w)^n=1$, so $z/w=\zeta^i$ for some $i<n$. Conversely, $(w\zeta^m)^n=w^n=e^{i\theta}$.

## What the Fourier sum does to a state

```lean
/-- Applied to a state `ψ`, the Fourier sum gives `(1/n) ∑ⱼ μ⁻ʲ Sʲψ`, with `j` running over
`range n`. -/
theorem screwProjector_apply (S : Module.End ℂ V) (n : ℕ) (μ : ℂ) (ψ : V) :
    screwProjector S n μ ψ = (n : ℂ)⁻¹ • ∑ j ∈ range n, (μ⁻¹) ^ j • (S ^ j) ψ := by
  simp only [screwProjector, LinearMap.smul_apply, LinearMap.sum_apply]
```

Applied to a state, the operator gives $P_\mu\psi=\frac1n\sum_j\mu^{-j}S^j\psi$.

```lean
/-- If `Sⁿψ = μⁿψ` with `μ ≠ 0`, the projected state obeys the eigenvalue equation of the screw
operation with factor `μ`. -/
theorem screwProjector_eigen (S : Module.End ℂ V) (n : ℕ) {μ : ℂ} (hμ : μ ≠ 0) {ψ : V}
    (h : (S ^ n) ψ = μ ^ n • ψ) :
    S (screwProjector S n μ ψ) = μ • screwProjector S n μ ψ := by
  -- shifting the sum by one step changes nothing, as the last term equals the first
  have shift : ∑ j ∈ range n, (μ⁻¹) ^ (j + 1) • (S ^ (j + 1)) ψ
      = ∑ j ∈ range n, (μ⁻¹) ^ j • (S ^ j) ψ := by
    have h1 := Finset.sum_range_succ' (fun j => (μ⁻¹) ^ j • (S ^ j) ψ) n
    rw [Finset.sum_range_succ] at h1
    have h2 : (μ⁻¹) ^ n • (S ^ n) ψ = ψ := by
      rw [h, smul_smul, ← mul_pow, inv_mul_cancel₀ hμ, one_pow, one_smul]
    have h3 : (μ⁻¹) ^ 0 • (S ^ 0) ψ = ψ := by simp
    simp only [h2, h3] at h1
    exact (add_right_cancel h1).symm
  rw [screwProjector_apply, map_smul, map_sum, smul_comm μ ((n : ℂ)⁻¹), ← shift,
    Finset.smul_sum (r := μ)]
  congr 1
  refine Finset.sum_congr rfl fun j _ => ?_
  have e : μ * (μ⁻¹) ^ (j + 1) = (μ⁻¹) ^ j := by
    rw [pow_succ', ← mul_assoc, mul_inv_cancel₀ hμ, one_mul]
  rw [map_smul, smul_smul, e, pow_succ' S j, Module.End.mul_apply]
```

Put $t_j=\mu^{-j}S^j\psi$. Then $St_j=\mu t_{j+1}$, hence
$$SP_\mu\psi=\frac{\mu}{n}(t_1+\dots+t_n).$$
Since $t_n=\mu^{-n}\mu^n\psi=\psi=t_0$, the bracket is the original sum, and $SP_\mu\psi=\mu P_\mu\psi$. The step `shift` proves this equality of sums by splitting $t_0+\dots+t_n$ at either end.

```lean
/-- For `n ≥ 1`, `μ ≠ 0` and `νⁿ = μⁿ`, the projector for `μ` keeps a state with `Sφ = νφ` if
`ν = μ` and removes it otherwise. -/
theorem screwProjector_filter (S : Module.End ℂ V) {n : ℕ} (hn : n ≠ 0) {μ ν : ℂ} (hμ : μ ≠ 0)
    (hν : ν ^ n = μ ^ n) {φ : V} (h : S φ = ν • φ) :
    screwProjector S n μ φ = if ν = μ then φ else 0 := by
  have hp : ∀ j : ℕ, (S ^ j) φ = ν ^ j • φ := by
    intro j
    induction j with
    | zero => simp
    | succ k ih => rw [pow_succ', Module.End.mul_apply, ih, map_smul, h, smul_smul, ← pow_succ]
  have hs : screwProjector S n μ φ = ((n : ℂ)⁻¹ * ∑ j ∈ range n, (μ⁻¹ * ν) ^ j) • φ := by
    rw [screwProjector_apply, mul_smul, Finset.sum_smul]
    congr 1
    refine Finset.sum_congr rfl fun j _ => ?_
    rw [hp, smul_smul, mul_pow]
  rw [hs]
  split_ifs with e
  · rw [e, inv_mul_cancel₀ hμ]
    simp [hn]
  · have h1 : μ⁻¹ * ν ≠ 1 := fun q => e (by
      rw [← mul_inv_cancel_left₀ hμ ν, q, mul_one])
    have h2 : (μ⁻¹ * ν) ^ n = 1 := by
      rw [mul_pow, hν, ← mul_pow, inv_mul_cancel₀ hμ, one_pow]
    rw [geom_sum_eq h1, h2]
    simp
```

Let $S\varphi=\nu\varphi$. Induction (`hp`) gives $S^j\varphi=\nu^j\varphi$, so with $q=\nu/\mu$
$$P_\mu\varphi=\frac1n\sum_{j=0}^{n-1}q^j\,\varphi,\qquad q^n=1.$$
If $q=1$, the sum is $n$ and $\varphi$ survives. Otherwise it is $(q^n-1)/(q-1)=0$. `split_ifs` separates the two cases.

```lean
/-- For `n ≥ 1` the projectors of all `n` screw factors add up to the identity. -/
theorem sum_screwProjector (S : Module.End ℂ V) {n : ℕ} (hn : n ≠ 0) (θ : ℂ) (ψ : V) :
    ∑ m : Fin n, screwProjector S n (screwFactor n θ m) ψ = ψ := by
  obtain ⟨ζ, w, hζ, -, hf⟩ := screwFactor_eq hn θ
  -- the sum over all factors leaves only the term j = 0
  have char : ∀ j ∈ range n, ∑ m : Fin n, ((screwFactor n θ m)⁻¹) ^ j
      = if j = 0 then (n : ℂ) else 0 := by
    intro j hj
    split_ifs with h0
    · simp [h0]
    have h1 : (ζ⁻¹) ^ j ≠ 1 := by
      intro q
      rw [inv_pow, inv_eq_one] at q
      have := Nat.le_of_dvd (Nat.pos_of_ne_zero h0) (hζ.dvd_of_pow_eq_one j q)
      have := Finset.mem_range.mp hj
      omega
    have h2 : ((ζ⁻¹) ^ j) ^ n = 1 := by
      rw [← pow_mul, mul_comm, pow_mul, inv_pow, hζ.pow_eq_one, inv_one, one_pow]
    have h3 : ∀ m : Fin n, ((screwFactor n θ m)⁻¹) ^ j
        = (w⁻¹) ^ j * ((ζ⁻¹) ^ j) ^ (m : ℕ) := by
      intro m
      rw [hf, mul_inv, mul_pow, ← inv_pow ζ, ← pow_mul, ← pow_mul, mul_comm (m : ℕ) j]
    rw [Finset.sum_congr rfl fun m _ => h3 m, ← Finset.mul_sum,
      Fin.sum_univ_eq_sum_range (fun i => ((ζ⁻¹) ^ j) ^ i) n, geom_sum_eq h1, h2]
    simp
  calc ∑ m : Fin n, screwProjector S n (screwFactor n θ m) ψ
      = (n : ℂ)⁻¹ • ∑ j ∈ range n,
          (∑ m : Fin n, ((screwFactor n θ m)⁻¹) ^ j) • (S ^ j) ψ := by
        simp only [screwProjector_apply, Finset.sum_smul]
        rw [← Finset.smul_sum, Finset.sum_comm]
    _ = (n : ℂ)⁻¹ • ∑ j ∈ range n, (if j = 0 then (n : ℂ) else 0) • (S ^ j) ψ := by
        congr 1
        exact Finset.sum_congr rfl fun j hj => by rw [char j hj]
    _ = ψ := by
        rw [Finset.sum_eq_single 0]
        · rw [if_pos rfl, pow_zero, Module.End.one_apply, smul_smul,
            inv_mul_cancel₀ (Nat.cast_ne_zero.mpr hn), one_smul]
        · intro j _ hj
          rw [if_neg hj, zero_smul]
        · intro h
          exact absurd (Finset.mem_range.mpr (Nat.pos_of_ne_zero hn)) h
```

Exchanging the sums gives
$$\sum_mP_{\mu_m}\psi=\frac1n\sum_j\Big(\sum_m\mu_m^{-j}\Big)S^j\psi.$$
The bracket equals $w^{-j}\sum_m(\zeta^{-j})^m$. It is $n$ for $j=0$ and, by the same geometric sum, zero for $0<j<n$; this is `char`. Only $\psi$ remains.

## Existence and uniqueness

```lean
/-- If `n ≥ 1` and `Sⁿψ = exp(iθ)ψ`, then `ψ` is in exactly one way a sum of `n` vectors `φₘ`
with `Sφₘ = exp(i(θ + 2πm)/n) φₘ`. -/
theorem screw_decomposition_phase (S : Module.End ℂ V) {n : ℕ} (hn : n ≠ 0) (θ : ℂ) {ψ : V}
    (h : (S ^ n) ψ = Complex.exp (Complex.I * θ) • ψ) :
    ∃! φ : Fin n → V, (∀ m, S (φ m) = screwFactor n θ m • φ m) ∧ ∑ m, φ m = ψ := by
  obtain ⟨inj, roots⟩ := screwFactor_roots hn θ
  have hpow : ∀ m : Fin n, screwFactor n θ m ^ n = Complex.exp (Complex.I * θ) :=
    fun m => (roots _).mpr ⟨m, rfl⟩
  have hne : ∀ m : Fin n, screwFactor n θ m ≠ 0 := fun m => Complex.exp_ne_zero _
  refine ⟨fun m => screwProjector S n (screwFactor n θ m) ψ,
    ⟨fun m => screwProjector_eigen S n (hne m) (by rw [hpow m]; exact h),
      sum_screwProjector S hn θ ψ⟩, ?_⟩
  -- uniqueness: each projector picks its own component out of any such sum
  rintro φ ⟨hφ, hsum⟩
  funext k
  rw [← hsum, map_sum, Finset.sum_eq_single k]
  · rw [screwProjector_filter S hn (hne k) rfl (hφ k), if_pos rfl]
  · intro m _ hm
    rw [screwProjector_filter S hn (hne k) ((hpow m).trans (hpow k).symm) (hφ m),
      if_neg fun e => hm (inj e)]
  · intro hk
    exact absurd (Finset.mem_univ k) hk
```

The hypothesis `h` is the Bloch condition for the single lattice translation $S^n$, and `∃!` means "there is exactly one". The components are $\varphi_m=P_{\mu_m}\psi$: they satisfy the eigenvalue equations and add up to $\psi$. For any other such sum, applying $P_{\mu_k}$ keeps only the $k$-th term, so $\varphi_k=P_{\mu_k}\psi$ again. Components may vanish and are not normalised. If the screw maps the wavevector of $\psi$ to an inequivalent one, they need not be Bloch states.

```lean
/-- If `n ≥ 1` and `Sⁿψ = cψ` with `c ≠ 0`, then `ψ` is in exactly one way a sum of `n` vectors
`φₘ` with `Sφₘ = μₘφₘ`, where `μₘ` runs once through all `n`-th roots of `c`. -/
theorem screw_decomposition (S : Module.End ℂ V) {n : ℕ} (hn : n ≠ 0) {c : ℂ} (hc : c ≠ 0)
    {ψ : V} (h : (S ^ n) ψ = c • ψ) :
    ∃ μ : Fin n → ℂ, Function.Injective μ ∧ (∀ z : ℂ, z ^ n = c ↔ ∃ m, z = μ m) ∧
      ∃! φ : Fin n → V, (∀ m, S (φ m) = μ m • φ m) ∧ ∑ m, φ m = ψ := by
  -- write c = exp(iθ) with a complex angle θ
  obtain ⟨θ, rfl⟩ : ∃ θ : ℂ, c = Complex.exp (Complex.I * θ) := by
    refine ⟨-Complex.I * Complex.log c, ?_⟩
    have e : Complex.I * (-Complex.I * Complex.log c) = Complex.log c := by
      linear_combination (-Complex.log c) * Complex.I_mul_I
    rw [e, Complex.exp_log hc]
  exact ⟨fun m => screwFactor n θ m, (screwFactor_roots hn θ).1, (screwFactor_roots hn θ).2,
    screw_decomposition_phase S hn θ h⟩
```

For any $c\neq0$, choose $\theta=-i\log c$ and use the previous theorem. The list `μ` contains every $n$-th root of $c$ once; uniqueness of the components refers to that fixed list.

In electronic structure these factors label Bloch states on lines in $\mathbf k$-space whose every point the screw maps to itself, up to a reciprocal lattice vector, though the theorem concerns a single operator $S$ and contains no Hamiltonian. Labelling energy bands also requires that $S$ commute with the Hamiltonian.

## A screw on two sites

```lean
/-- A twofold screw on a cell with two sites, `(a, b) ↦ (c b, a)`: the amplitudes change places
and one of them takes up the factor `c`. -/
def twoSiteScrew (c : ℂ) : Module.End ℂ (ℂ × ℂ) :=
  (c • LinearMap.snd ℂ ℂ ℂ).prod (LinearMap.fst ℂ ℂ ℂ)
```

Here $S(a,b)=(cb,a)$, with one amplitude per site.

```lean
/-- The two-site screw satisfies `S²ψ = cψ` for every `ψ`, while the state `(1, 0)` on a single
site is not an eigenvector of `S`. -/
theorem screw_decomposition_witness (c : ℂ) :
    (∀ ψ, (twoSiteScrew c ^ 2) ψ = c • ψ) ∧
      ∀ μ : ℂ, twoSiteScrew c (1, 0) ≠ μ • ((1, 0) : ℂ × ℂ) := by
  constructor
  · intro ψ
    rw [pow_two, Module.End.mul_apply]
    ext <;> simp [twoSiteScrew]
  · intro μ h
    have h2 := congrArg Prod.snd h
    simp [twoSiteScrew] at h2
```

Applying $S$ twice gives $(ca,cb)$. But $S(1,0)=(0,1)$ is no multiple of $(1,0)$. For $c\neq0$ and $\mu^2=c$, the components of $(1,0)$ are $\tfrac12(1,\pm1/\mu)$; when $|c|=1$, the normalised states are $(1,\pm1/\mu)/\sqrt2$.

```lean
/-- For `c = 0` the decomposition fails: the state `(1, 0)` of the two-site screw is not a sum of
two vectors that satisfy `Sφₘ = μₘφₘ`, whatever the numbers `μₘ`. -/
theorem no_decomposition_at_zero :
    ¬ ∃ (μ : Fin 2 → ℂ) (φ : Fin 2 → ℂ × ℂ),
      (∀ m, twoSiteScrew 0 (φ m) = μ m • φ m) ∧ ∑ m, φ m = (1, 0) := by
  rintro ⟨μ, φ, h, hsum⟩
  -- every such vector has no amplitude on the first site
  have key : ∀ m, (φ m).1 = 0 := by
    intro m
    have h1 : 0 = μ m * (φ m).1 := by
      simpa [twoSiteScrew] using congrArg Prod.fst (h m)
    have h2 : (φ m).1 = μ m * (φ m).2 := by
      simpa [twoSiteScrew] using congrArg Prod.snd (h m)
    rcases mul_eq_zero.mp h1.symm with h0 | h0
    · rw [h2, h0, zero_mul]
    · exact h0
  have h3 := congrArg Prod.fst hsum
  rw [Fin.sum_univ_two, Prod.fst_add, key 0, key 1, add_zero] at h3
  exact zero_ne_one h3

end

end ScrewAxis
```

At $c=0$, the equation $S(a,b)=\mu(a,b)$ reads $0=\mu a$ and $a=\mu b$. Either $\mu=0$, and the second equation gives $a=0$, or the first does. No sum of such vectors is $(1,0)$. Thus for $n=2$ the decomposition can fail at $c=0$, even with freely chosen $\mu_m$. A lattice translation is invertible, so its factor is never zero.

```lean
#print axioms ScrewAxis.screwProjector_eigen
-- 'ScrewAxis.screwProjector_eigen' depends on axioms: [propext, Classical.choice, Quot.sound]
#print axioms ScrewAxis.screw_decomposition
-- 'ScrewAxis.screw_decomposition' depends on axioms: [propext, Classical.choice, Quot.sound]
#print axioms ScrewAxis.no_decomposition_at_zero
-- 'ScrewAxis.no_decomposition_at_zero' depends on axioms: [propext, Classical.choice, Quot.sound]
```
